# At fixed separation, the Coulomb-gauge retardation kernel and its first two radial derivatives tend to those of \(-r/2\) as \(k\to0\)

Two electrons in a heavy atom, a distance \(r\) apart, exchange a virtual transverse photon of angular frequency \(\omega\). With the wave number \(k=\omega/c\), part of their interaction in the Coulomb gauge is built from derivatives of the kernel \(f_k(r)=(\cos(kr)-1)/(k^2r)\). At zero frequency this expression reads \(0/0\), so one has to ask whether the kernel and the derivatives through which it acts settle to the static form used in the Breit interaction.

```lean
import Mathlib

open Filter Topology

namespace CoulombGaugeRetardation

noncomputable section

/-- The Coulomb-gauge retardation kernel `(cos (k r) - 1) / (k² r)` at wave number `k`. -/
def retKernel (k r : ℝ) : ℝ := (Real.cos (k * r) - 1) / (k ^ 2 * r)

/-- Closed form for the radial slope of the retardation kernel at `k ≠ 0` and `r > 0`. -/
def retSlope (k r : ℝ) : ℝ :=
  -(Real.sin (k * r) / (k * r)) - (Real.cos (k * r) - 1) / (k ^ 2 * r ^ 2)

/-- Closed form for the second radial derivative of the retardation kernel at `k ≠ 0` and `r > 0`.
-/
def retCurvature (k r : ℝ) : ℝ :=
  -(Real.cos (k * r) / r) + 2 * Real.sin (k * r) / (k * r ^ 2)
    + 2 * (Real.cos (k * r) - 1) / (k ^ 2 * r ^ 3)

/-- For `r > 0`, `L` is the radial Laplacian of `f` at `r`: the function `r f` is differentiable
near `r` and its second derivative at `r` is `r L`. -/
def HasRadialLaplacianAt (f : ℝ → ℝ) (L r : ℝ) : Prop :=
  ∃ g : ℝ → ℝ, (∀ᶠ s in 𝓝 r, HasDerivAt (fun t => t * f t) (g s) s) ∧
    HasDerivAt g (r * L) r

/-- The radial derivatives of the standing waves `cos (k r)` and `sin (k r)`. -/
theorem hasDerivAt_waves (k r : ℝ) :
    HasDerivAt (fun s => Real.cos (k * s)) (-(k * Real.sin (k * r))) r ∧
    HasDerivAt (fun s => Real.sin (k * s)) (k * Real.cos (k * r)) r := by
  have h : HasDerivAt (fun s : ℝ => k * s) k r := by
    simpa using (hasDerivAt_id' r).const_mul k
  exact ⟨h.cos.congr_deriv (by ring), h.sin.congr_deriv (by ring)⟩

/-- For `k ≠ 0` and `r > 0` the closed forms are the first and second radial derivatives
of the retardation kernel. -/
theorem hasDerivAt_retKernel {k r : ℝ} (hk : k ≠ 0) (hr : 0 < r) :
    HasDerivAt (retKernel k) (retSlope k r) r ∧
    HasDerivAt (retSlope k) (retCurvature k r) r := by
  have hr0 : r ≠ 0 := hr.ne'
  obtain ⟨hc, hs⟩ := hasDerivAt_waves k r
  have d1 : HasDerivAt (fun s : ℝ => k ^ 2 * s) (k ^ 2) r := by
    simpa using (hasDerivAt_id' r).const_mul (k ^ 2)
  have d2 : HasDerivAt (fun s : ℝ => k * s) k r := by
    simpa using (hasDerivAt_id' r).const_mul k
  have d3 : HasDerivAt (fun s : ℝ => k ^ 2 * s ^ 2) (k ^ 2 * (2 * r)) r := by
    simpa using (hasDerivAt_pow 2 r).const_mul (k ^ 2)
  constructor
  · have h := (hc.sub_const 1).fun_div d1 (by positivity)
    refine h.congr_deriv ?_
    unfold retSlope
    field_simp
  · have h := (hs.fun_div d2 (by positivity)).fun_neg.fun_sub
      ((hc.sub_const 1).fun_div d3 (by positivity))
    refine h.congr_deriv ?_
    unfold retCurvature
    field_simp
    ring

/-- For `k ≠ 0` and `r > 0` the radial Laplacian of the retardation kernel is `-cos (k r) / r`. -/
theorem retKernel_laplacian {k r : ℝ} (hk : k ≠ 0) (hr : 0 < r) :
    HasRadialLaplacianAt (retKernel k) (-(Real.cos (k * r) / r)) r := by
  -- multiplying by the radius removes the factor `t` from the denominator
  have e : (fun t => t * retKernel k t) = fun t => (Real.cos (k * t) - 1) / k ^ 2 := by
    funext t
    unfold retKernel
    rcases eq_or_ne t 0 with rfl | ht
    · simp
    · field_simp
  have h1 : ∀ s, HasDerivAt (fun t => t * retKernel k t) (-(Real.sin (k * s) / k)) s := by
    intro s
    rw [e]
    refine (((hasDerivAt_waves k s).1.sub_const 1).div_const (k ^ 2)).congr_deriv ?_
    field_simp
  refine ⟨fun s => -(Real.sin (k * s) / k), Eventually.of_forall h1, ?_⟩
  refine ((hasDerivAt_waves k r).2.div_const k).fun_neg.congr_deriv ?_
  field_simp

/-- For `r > 0` the function `cos (k r) / r` solves the radial Helmholtz equation: its radial
Laplacian is `-k²` times itself. -/
theorem retarded_helmholtz (k : ℝ) {r : ℝ} (hr : 0 < r) :
    HasRadialLaplacianAt (fun s => Real.cos (k * s) / s)
      (-k ^ 2 * (Real.cos (k * r) / r)) r := by
  have h1 : ∀ s : ℝ, s ≠ 0 →
      HasDerivAt (fun t => t * (Real.cos (k * t) / t)) (-(k * Real.sin (k * s))) s := by
    intro s hs
    refine (hasDerivAt_waves k s).1.congr_of_eventuallyEq ?_
    filter_upwards [eventually_ne_nhds hs] with t ht
    field_simp
  refine ⟨fun s => -(k * Real.sin (k * s)), (eventually_ne_nhds hr.ne').mono h1, ?_⟩
  refine ((hasDerivAt_waves k r).2.const_mul k).fun_neg.congr_deriv ?_
  field_simp

/-- For `r > 0` the static kernel `-r/2` has radial Laplacian `-1/r`. -/
theorem static_laplacian {r : ℝ} (hr : 0 < r) :
    HasRadialLaplacianAt (fun s => -s / 2) (-(1 / r)) r := by
  have h1 : ∀ s : ℝ, HasDerivAt (fun t : ℝ => t * (-t / 2)) (-s) s := fun s =>
    ((hasDerivAt_id' s).fun_mul ((hasDerivAt_id' s).fun_neg.div_const 2)).congr_deriv
      (by ring)
  refine ⟨fun s => -s, Eventually.of_forall h1, ?_⟩
  refine (hasDerivAt_id' r).fun_neg.congr_deriv ?_
  field_simp

/-- Long-wavelength limits: `sin (k r) / k` tends to `r` and `(cos (k r) - 1) / k²` tends
to `-r²/2` as `k` tends to zero. -/
theorem long_wavelength (r : ℝ) :
    Tendsto (fun k : ℝ => Real.sin (k * r) / k) (𝓝[≠] 0) (𝓝 r) ∧
    Tendsto (fun k : ℝ => (Real.cos (k * r) - 1) / k ^ 2) (𝓝[≠] 0) (𝓝 (-(r ^ 2 / 2))) := by
  -- the first limit is the derivative of the sine at zero wave number
  have hsin : ∀ c : ℝ, Tendsto (fun k : ℝ => Real.sin (k * c) / k) (𝓝[≠] 0) (𝓝 c) := by
    intro c
    have h : HasDerivAt (fun k : ℝ => Real.sin (k * c)) c 0 := by
      have h0 : HasDerivAt (fun k : ℝ => k * c) c 0 := by
        simpa using (hasDerivAt_id' (0 : ℝ)).mul_const c
      exact h0.sin.congr_deriv (by simp)
    exact (hasDerivAt_iff_tendsto_slope.mp h).congr fun k => by simp [slope_def_field]
  refine ⟨hsin r, ?_⟩
  -- the second follows from the half-angle identity
  have h : Tendsto (fun k : ℝ => -2 * (Real.sin (k * (r / 2)) / k) ^ 2) (𝓝[≠] 0)
      (𝓝 (-2 * (r / 2) ^ 2)) := ((hsin (r / 2)).pow 2).const_mul (-2)
  rw [show -2 * (r / 2) ^ 2 = -(r ^ 2 / 2) by ring] at h
  refine h.congr fun k => ?_
  have hc : Real.cos (k * r) = 1 - 2 * Real.sin (k * (r / 2)) ^ 2 := by
    rw [show k * r = 2 * (k * (r / 2)) by ring, Real.cos_two_mul, Real.cos_sq']
    ring
  rw [hc]
  ring

/-- At fixed `r > 0`, the retardation kernel has radial Laplacian `-cos (k r) / r` for every
`k ≠ 0`, and as `k` tends to zero the kernel and its first two radial derivatives tend to
`-r/2`, `-1/2` and `0`. -/
theorem retardation_reduces_to_breit {r : ℝ} (hr : 0 < r) :
    (∀ k : ℝ, k ≠ 0 → HasRadialLaplacianAt (retKernel k) (-(Real.cos (k * r) / r)) r) ∧
    Tendsto (fun k => retKernel k r) (𝓝[≠] 0) (𝓝 (-(r / 2))) ∧
    Tendsto (fun k => deriv (retKernel k) r) (𝓝[≠] 0) (𝓝 (-(1 / 2))) ∧
    Tendsto (fun k => deriv (deriv (retKernel k)) r) (𝓝[≠] 0) (𝓝 0) := by
  obtain ⟨hS, hC⟩ := long_wavelength r
  refine ⟨fun k hk => retKernel_laplacian hk hr, ?_, ?_, ?_⟩
  · have h := hC.div_const r
    rw [show -(r ^ 2 / 2) / r = -(r / 2) by field_simp] at h
    exact h.congr fun k => by unfold retKernel; ring
  · have h : Tendsto (fun k : ℝ => -(Real.sin (k * r) / k / r)
        - (Real.cos (k * r) - 1) / k ^ 2 / r ^ 2) (𝓝[≠] 0)
        (𝓝 (-(r / r) - -(r ^ 2 / 2) / r ^ 2)) :=
      (hS.div_const r).neg.sub (hC.div_const (r ^ 2))
    rw [show -(r / r) - -(r ^ 2 / 2) / r ^ 2 = -(1 / 2) by
      field_simp
      ring] at h
    refine h.congr' ?_
    filter_upwards [self_mem_nhdsWithin] with k hk
    rw [(hasDerivAt_retKernel hk hr).1.deriv]
    unfold retSlope
    ring
  · have hcos : Tendsto (fun k : ℝ => Real.cos (k * r)) (𝓝[≠] 0) (𝓝 1) := by
      have hcont : Continuous fun k : ℝ => Real.cos (k * r) := by fun_prop
      exact (hcont.tendsto' 0 1 (by simp)).mono_left nhdsWithin_le_nhds
    have h : Tendsto (fun k : ℝ => -(Real.cos (k * r) / r)
        + 2 * (Real.sin (k * r) / k) / r ^ 2
        + 2 * ((Real.cos (k * r) - 1) / k ^ 2) / r ^ 3) (𝓝[≠] 0)
        (𝓝 (-(1 / r) + 2 * r / r ^ 2 + 2 * (-(r ^ 2 / 2)) / r ^ 3)) :=
      ((hcos.div_const r).neg.add ((hS.const_mul 2).div_const (r ^ 2))).add
        ((hC.const_mul 2).div_const (r ^ 3))
    -- the three contributions of order 1/r cancel
    rw [show -(1 / r) + 2 * r / r ^ 2 + 2 * (-(r ^ 2 / 2)) / r ^ 3 = 0 by
      field_simp
      ring] at h
    refine h.congr' ?_
    filter_upwards [self_mem_nhdsWithin] with k hk
    have e : deriv (retKernel k) =ᶠ[𝓝 r] retSlope k := by
      filter_upwards [eventually_gt_nhds hr] with s hs
      exact (hasDerivAt_retKernel hk hs).1.deriv
    rw [e.deriv_eq, (hasDerivAt_retKernel hk hr).2.deriv]
    unfold retCurvature
    ring

/-- For `k ≠ 0`, `r > 0` and `|k r| ≤ 1`, the retardation kernel minus its static limit `-r/2` is
nonnegative and at most `(5/96) k² r³`. -/
theorem retardation_correction_bound {k r : ℝ} (hk : k ≠ 0) (hr : 0 < r)
    (hkr : |k * r| ≤ 1) :
    0 ≤ retKernel k r + r / 2 ∧ retKernel k r + r / 2 ≤ 5 / 96 * k ^ 2 * r ^ 3 := by
  have hpos : 0 < k ^ 2 * r := by positivity
  have e : retKernel k r + r / 2
      = (Real.cos (k * r) - (1 - (k * r) ^ 2 / 2)) / (k ^ 2 * r) := by
    unfold retKernel
    field_simp
    ring
  have hlow : 1 - (k * r) ^ 2 / 2 ≤ Real.cos (k * r) := Real.one_sub_sq_div_two_le_cos
  have hup := (abs_le.mp (Real.cos_bound hkr)).2
  have h4 : |k * r| ^ 4 = (k * r) ^ 4 := by
    rw [← abs_pow, abs_of_nonneg (by positivity)]
  rw [h4] at hup
  rw [e]
  refine ⟨div_nonneg (by linarith) hpos.le, ?_⟩
  rw [div_le_iff₀ hpos]
  calc Real.cos (k * r) - (1 - (k * r) ^ 2 / 2) ≤ (k * r) ^ 4 * (5 / 96) := hup
    _ = 5 / 96 * k ^ 2 * r ^ 3 * (k ^ 2 * r) := by ring

end

end CoulombGaugeRetardation
```

```lean
#print axioms CoulombGaugeRetardation.retarded_helmholtz
#print axioms CoulombGaugeRetardation.static_laplacian
#print axioms CoulombGaugeRetardation.retardation_reduces_to_breit
#print axioms CoulombGaugeRetardation.retardation_correction_bound
```

```
'CoulombGaugeRetardation.retarded_helmholtz' depends on axioms: [propext, Classical.choice, Quot.sound]
'CoulombGaugeRetardation.static_laplacian' depends on axioms: [propext, Classical.choice, Quot.sound]
'CoulombGaugeRetardation.retardation_reduces_to_breit' depends on axioms: [propext, Classical.choice, Quot.sound]
'CoulombGaugeRetardation.retardation_correction_bound' depends on axioms: [propext, Classical.choice, Quot.sound]
```

## Where the kernel enters the interaction

Let \(\boldsymbol\alpha_1,\boldsymbol\alpha_2\) be the Dirac matrices of the two electrons, \(\mathbf n\) the unit vector along their separation, and \(\nabla\) the gradient with respect to the separation. In units where the Coulomb repulsion is \(1/r\), the transverse interaction, with the outgoing wave \(e^{ikr}\) replaced by its real part, is

\[
-\boldsymbol\alpha_1\!\cdot\!\boldsymbol\alpha_2\,\frac{\cos(kr)}{r}-(\boldsymbol\alpha_1\!\cdot\!\nabla)(\boldsymbol\alpha_2\!\cdot\!\nabla)f_k(r).
\]

The second part is the gauge term. For a radial function \(f\), the second derivatives are

\[
\partial_i\partial_j f=\frac{f'}{r}(\delta_{ij}-n_in_j)+f''\,n_in_j ,
\]

so the gauge term needs only \(f_k'\) and \(f_k''\). If these tend to \(-\tfrac12\) and \(0\), the gauge term tends to \([\boldsymbol\alpha_1\!\cdot\!\boldsymbol\alpha_2-(\boldsymbol\alpha_1\!\cdot\!\mathbf n)(\boldsymbol\alpha_2\!\cdot\!\mathbf n)]/(2r)\), and the whole expression tends to the Breit interaction

\[
-\frac{1}{2r}\left[\boldsymbol\alpha_1\!\cdot\!\boldsymbol\alpha_2+(\boldsymbol\alpha_1\!\cdot\!\mathbf n)(\boldsymbol\alpha_2\!\cdot\!\mathbf n)\right].
\]

The Lean theorems concern the scalar radial functions; the step to Dirac matrices is the short calculation just given. In four-component calculations the limit supports a frequency-independent Breit term when the photon wavelength is long compared with the electron separation, here for a single wave number and a fixed \(r>0\).

## The radial Laplacian as a relation

In three dimensions a radial function has Laplacian \(f''+2f'/r=(rf)''/r\). `HasRadialLaplacianAt f L r` expresses this without writing a second derivative as a value: there is a function `g` that is the derivative of \(t\,f(t)\) at every point near \(r\), and `g` itself has derivative \(rL\) at \(r\).

For the kernel, multiplication by \(r\) removes the denominator, and two differentiations give

\[
rf_k=\frac{\cos(kr)-1}{k^2},\qquad (rf_k)'=-\frac{\sin(kr)}{k},\qquad (rf_k)''=-\cos(kr).
\]

Hence the radial Laplacian is \(-\cos(kr)/r\), which is `retKernel_laplacian`. Its proof first establishes the product formula as an equality of functions, `e`, then supplies \(-\sin(ks)/k\) as `g`. The derivatives of cosine and sine come from `hasDerivAt_waves`.

The same reduction gives two companion results. The function \(\cos(kr)/r\) becomes \(\cos(kr)\), whose second derivative is \(-k^2\cos(kr)\), so its radial Laplacian is \(-k^2\) times itself. This is the radial Helmholtz equation, `retarded_helmholtz`, valid for every real \(k\) and every \(r>0\); the point source at the origin is not covered. The static kernel \(-r/2\) becomes \(-r^2/2\), with derivatives \(-r\) and \(-1\), so its radial Laplacian is \(-1/r\), as `static_laplacian` states.

## Slope and curvature at finite wave number

The quotient rule gives

\[
f_k'(r)=-\frac{\sin(kr)}{kr}-\frac{\cos(kr)-1}{k^2r^2}.
\]

Differentiating the two terms separately yields

\[
-\frac{\cos(kr)}{r}+\frac{\sin(kr)}{kr^2}
\quad\text{and}\quad
\frac{\sin(kr)}{kr^2}+\frac{2(\cos(kr)-1)}{k^2r^3},
\]

and their sum is

\[
f_k''(r)=-\frac{\cos(kr)}{r}+\frac{2\sin(kr)}{kr^2}+\frac{2(\cos(kr)-1)}{k^2r^3}.
\]

These are `retSlope` and `retCurvature`. The theorem `hasDerivAt_retKernel` shows that they are the true derivatives for \(k\neq0\) and \(r>0\): Lean's quotient rule produces an unsimplified expression, and `field_simp` and `ring` match it to the closed form.

## The limit of zero wave number

Two elementary limits suffice, and `long_wavelength` proves both. The derivative of \(k\mapsto\sin(kc)\) at \(k=0\) is \(c\), so its difference quotient satisfies \(\sin(kc)/k\to c\). With \(c=r/2\), the half-angle identity gives

\[
\frac{\cos(kr)-1}{k^2}=-2\left(\frac{\sin(kr/2)}{k}\right)^2\longrightarrow-2\left(\frac r2\right)^2=-\frac{r^2}{2}.
\]

Inserting these limits, together with \(\cos(kr)\to1\), into the closed forms gives

\[
\begin{aligned}
f_k(r)&\to-\frac{r^2/2}{r}=-\frac r2,\\
f_k'(r)&\to-\frac rr+\frac{r^2/2}{r^2}=-\frac12,\\
f_k''(r)&\to-\frac1r+\frac{2r}{r^2}-\frac{r^2}{r^3}=0.
\end{aligned}
\]

In the last line, contributions of order \(1/r\) cancel.

The theorem `retardation_reduces_to_breit` fixes \(r>0\) and joins four statements: the Laplacian identity for every \(k\neq0\), and the three limits. The filter `𝓝[≠] 0` means that \(k\) approaches zero from either side without taking the value zero. The derivatives in the statement are `deriv (retKernel k) r` and `deriv (deriv (retKernel k)) r`, so the limits concern the actual derivatives of the kernel.

The proof replaces these derivatives by the closed forms and then applies the elementary limits. For the second derivative, knowing the slope at the single point \(r\) would not be enough. The step `e` therefore shows that `deriv (retKernel k)` and `retSlope k` agree throughout a neighbourhood of \(r\), where the separation stays positive.

## The size of the retardation correction

Set \(x=kr\). The difference between the kernel and its static limit is

\[
f_k(r)+\frac r2=\frac{\cos x-1+x^2/2}{k^2r}.
\]

The numerator is nonnegative because \(1-\cos x=2\sin^2(x/2)\le x^2/2\). For \(|x|\le1\), the alternating cosine series bounds it above by \(x^4/24\), hence by \(5x^4/96\). Division by \(k^2r\) gives

\[
0\le f_k(r)+\frac r2\le\frac{5}{96}k^2r^3 .
\]

This is `retardation_correction_bound`, which takes its upper estimate from Mathlib's `Real.cos_bound`. It controls the kernel only, not its derivatives. The limit is not uniform over all separations: at fixed \(k\neq0\) the kernel decays as \(r\) grows, while \(-r/2\) does not.

## What happens at \(k=0\) and at \(r=0\)

The Laplacian identity fails if \(k=0\) is admitted. Lean sets division by zero to zero, so `retKernel 0` is the zero function, with radial Laplacian \(0\) instead of the required \(-1/r\). The static kernel is reached as a limit, not by substitution.

It also fails at \(r=0\). For \(k\neq0\), the function \(t\,f_k(t)=(\cos(kt)-1)/k^2\) has second derivative \(-1\) at the origin, whereas the definition asks for \(0\cdot L=0\). No value of \(L\) satisfies this, in keeping with the singularity of \(-\cos(kr)/r\) where the electrons meet.
